# Four equivalent, mutually orthogonal sp hybrids require sp³

Let $n$ be a unit vector in $\mathbb{R}^3$, let $p>0$, and let

$$h(n)=\frac{(1,\sqrt p\,n)}{\sqrt{1+p}}$$

be the sp hybrid pointing along $n$, with the s amplitude first and $p$ the ratio of p weight to s weight. For two directions $n,m$, I call the squared overlap $(h(n)\cdot h(m))^2$ their angular function; at $p=3$ it is proportional to $(n\cdot m+1/3)^2$, the angular factor of the Stillinger–Weber potential. If the angular function vanishes for every pair among $N$ bonds on one atom, I expect $N\le p+1$, with $N=4$ possible only for $p=3$, as in the tetrahedron. Can this be made rigorous and machine-checked?

## Counting bonds by their directions and their s weight

Yes. The s and p orbitals on the atom are taken as orthonormal, so overlaps are dot products of amplitudes:

$$h(n)\cdot h(m)=\frac{1}{1+p}+\frac{p\,n\cdot m}{1+p}=\frac{1+p\,n\cdot m}{1+p}.$$

The angular function therefore vanishes exactly when $n\cdot m=-1/p$.

Let the directions $n_0,\dots,n_{N-1}$ satisfy this pairwise, and let $R=\sum_i n_i$. Expanding the square gives $N$ diagonal terms equal to $1$ and $N(N-1)$ off-diagonal terms equal to $-1/p$, so

$$p\,R\cdot R=pN-N(N-1)=N(p+1-N).$$

The left side is non-negative. For $N>0$ this gives $N\le p+1$, with equality exactly when $R=0$; for $N=0$ the bound is immediate.

Now let $H$ be the $N\times4$ matrix whose rows are the hybrids. Each row has norm $1$ and different rows are orthogonal, so $HH^{\mathsf T}=1$. The identity has rank $N$, while $H$ has rank at most $4$; hence $N\le4$. If $N=4$, $H$ is square and $H^{\mathsf T}H=1$ as well. The s–s entry of this equation adds up the four s weights:

$$\frac{4}{1+p}=1,\qquad\text{so } p=3.$$

For the tetrahedron, take $(1,1,1)$, $(1,-1,-1)$, $(-1,1,-1)$ and $(-1,-1,1)$, each divided by $\sqrt3$. Each has squared length $3/3=1$, and different ones have dot product $-1/3$, which is $-1/p$ at $p=3$.

## Directions, hybrids and hypotheses in Lean

A direction is a function `Fin 3 → ℝ`, and `⬝ᵥ` is the ordinary dot product. `hybrid` returns four amplitudes, with s at index `0`. `OrthogonalBonds p n` says that all directions have unit length and that `angular` vanishes for each pair of different indices.

The main theorem, `orthogonal_bonds_bound`, takes `0 < p` and such a set, and concludes `(N : ℝ) ≤ p + 1 ∧ N ≤ 4 ∧ (N = 4 → p = 3)`. `tetrahedron_witness` adds that the tetrahedral directions qualify if and only if $p=3$.

The single $p$ stands for equivalent hybrids: every bond has the same s character. The model has no d orbitals, radial dependence or energies. For a potential whose angular term is this one-parameter squared overlap, the result means that the angular term can vanish for all pairs of four neighbours only at $p=3$.

```lean
import Mathlib

open Matrix

namespace HybridBondDirections

noncomputable section

/-- For a unit vector `n` and `p > 0`, the sp-hybrid pointing along `n` with p-to-s weight ratio
`p`: one s amplitude followed by three p amplitudes. -/
def hybrid (p : ℝ) (n : Fin 3 → ℝ) : Fin 4 → ℝ :=
  ![1 / √(1 + p), √p * n 0 / √(1 + p), √p * n 1 / √(1 + p), √p * n 2 / √(1 + p)]

/-- The angular function of two bond directions: the squared overlap of their hybrids. -/
def angular (p : ℝ) (n m : Fin 3 → ℝ) : ℝ := (hybrid p n ⬝ᵥ hybrid p m) ^ 2

/-- A set of `N` unit bond directions whose angular function vanishes for every pair. -/
def OrthogonalBonds {N : ℕ} (p : ℝ) (n : Fin N → Fin 3 → ℝ) : Prop :=
  (∀ i, n i ⬝ᵥ n i = 1) ∧ ∀ i j, i ≠ j → angular p (n i) (n j) = 0

/-- The overlap of two hybrids is an affine function of the dot product of their directions. -/
theorem hybrid_overlap {p : ℝ} (hp : 0 ≤ p) (n m : Fin 3 → ℝ) :
    hybrid p n ⬝ᵥ hybrid p m = (1 + p * (n ⬝ᵥ m)) / (1 + p) := by
  have h : hybrid p n ⬝ᵥ hybrid p m = (1 + √p ^ 2 * (n ⬝ᵥ m)) / √(1 + p) ^ 2 := by
    simp only [hybrid, dotProduct, Fin.sum_univ_four, Fin.sum_univ_three, Matrix.cons_val]
    ring
  rw [h, Real.sq_sqrt hp, Real.sq_sqrt (by linarith)]

/-- The angular function vanishes exactly when the dot product of the directions is `-1/p`. -/
theorem angular_eq_zero_iff {p : ℝ} (hp : 0 < p) (n m : Fin 3 → ℝ) :
    angular p n m = 0 ↔ n ⬝ᵥ m = -1 / p := by
  rw [angular, hybrid_overlap hp.le, pow_eq_zero_iff two_ne_zero, div_eq_zero_iff,
    eq_div_iff hp.ne']
  constructor
  · rintro (h | h) <;> linarith
  · intro h
    left
    linarith

/-- For orthogonal bonds, the squared length of the sum of all bond directions is fixed by the
number of bonds and the p-to-s ratio. -/
theorem resultant_sq {N : ℕ} {p : ℝ} (hp : 0 < p) {n : Fin N → Fin 3 → ℝ}
    (h : OrthogonalBonds p n) :
    p * ((∑ i, n i) ⬝ᵥ (∑ i, n i)) = N * (p + 1 - N) := by
  -- expand the square into all pairs of bonds
  have expand : (∑ i, n i) ⬝ᵥ (∑ i, n i) = ∑ i, ∑ j, n i ⬝ᵥ n j := by
    simp only [dotProduct, Finset.sum_apply, Finset.sum_mul_sum]
    exact Finset.sum_comm.trans (Finset.sum_congr rfl fun i _ => Finset.sum_comm)
  -- each pair contributes `p` on the diagonal and `-1` off it
  have pair : ∀ i j, p * (n i ⬝ᵥ n j) = (if i = j then p + 1 else 0) - 1 := by
    intro i j
    by_cases hij : i = j
    · subst hij
      rw [h.1, if_pos rfl]
      ring
    · rw [(angular_eq_zero_iff hp _ _).1 (h.2 i j hij), if_neg hij, mul_div_cancel₀ _ hp.ne']
      ring
  rw [expand]
  simp only [Finset.mul_sum, pair, Finset.sum_sub_distrib, Finset.sum_ite_eq, Finset.mem_univ,
    if_true, Finset.sum_const, Finset.card_univ, Fintype.card_fin, nsmul_eq_mul, mul_one]
  ring

/-- For a non-empty set of orthogonal bonds, the number of bonds equals `p + 1` exactly when the
bond directions sum to zero. -/
theorem card_eq_iff_balanced {N : ℕ} (hN : 0 < N) {p : ℝ} (hp : 0 < p)
    {n : Fin N → Fin 3 → ℝ} (h : OrthogonalBonds p n) :
    (N : ℝ) = p + 1 ↔ ∑ i, n i = 0 := by
  have r := resultant_sq hp h
  have hN' : (N : ℝ) ≠ 0 := by exact_mod_cast hN.ne'
  rw [← dotProduct_self_eq_zero]
  constructor
  · intro e
    have z : p * ((∑ i, n i) ⬝ᵥ (∑ i, n i)) = 0 := by
      rw [r, ← e]
      ring
    exact (mul_eq_zero.1 z).resolve_left hp.ne'
  · intro e
    rw [e, mul_zero] at r
    have := (mul_eq_zero.1 r.symm).resolve_left hN'
    linarith

/-- The hybrids of orthogonal bonds are orthonormal: their amplitude matrix times its transpose
is the identity. -/
theorem hybrid_gram {N : ℕ} {p : ℝ} (hp : 0 < p) {n : Fin N → Fin 3 → ℝ}
    (h : OrthogonalBonds p n) :
    (Matrix.of fun i => hybrid p (n i)) * (Matrix.of fun i => hybrid p (n i))ᵀ = 1 := by
  ext i j
  change hybrid p (n i) ⬝ᵥ hybrid p (n j) = (1 : Matrix (Fin N) (Fin N) ℝ) i j
  by_cases hij : i = j
  · subst hij
    rw [hybrid_overlap hp.le, h.1, Matrix.one_apply_eq, mul_one]
    exact div_self (by positivity)
  · rw [Matrix.one_apply_ne hij]
    have z := h.2 i j hij
    unfold angular at z
    exact (pow_eq_zero_iff two_ne_zero).1 z

/-- Four orthogonal bonds require the p-to-s ratio `p = 3`. -/
theorem four_bonds_sp3 {p : ℝ} (hp : 0 < p) {n : Fin 4 → Fin 3 → ℝ}
    (h : OrthogonalBonds p n) : p = 3 := by
  -- a square matrix with orthonormal rows has orthonormal columns
  have g := mul_eq_one_comm.1 (hybrid_gram hp h)
  -- the s column: the s weights of the four hybrids add up to one
  have e : ∑ i, hybrid p (n i) 0 * hybrid p (n i) 0 = (1 : Matrix (Fin 4) (Fin 4) ℝ) 0 0 :=
    congrFun (congrFun g 0) 0
  have s : ∀ i, hybrid p (n i) 0 * hybrid p (n i) 0 = 1 / (1 + p) := by
    intro i
    change 1 / √(1 + p) * (1 / √(1 + p)) = _
    rw [div_mul_div_comm, one_mul, Real.mul_self_sqrt (by linarith)]
  have hne : 1 + p ≠ 0 := by positivity
  simp only [s, Finset.sum_const, Finset.card_univ, Fintype.card_fin, nsmul_eq_mul,
    Matrix.one_apply_eq] at e
  rw [mul_one_div, div_eq_one_iff_eq hne] at e
  push_cast at e
  linarith

/-- If the angular function vanishes for all pairs among `N` bond directions, then `N` is at most
`p + 1` and at most four, and `N = 4` forces `p = 3`. -/
theorem orthogonal_bonds_bound {N : ℕ} {p : ℝ} (hp : 0 < p) {n : Fin N → Fin 3 → ℝ}
    (h : OrthogonalBonds p n) :
    (N : ℝ) ≤ p + 1 ∧ N ≤ 4 ∧ (N = 4 → p = 3) := by
  refine ⟨?_, ?_, ?_⟩
  · -- the squared resultant cannot be negative
    have r := resultant_sq hp h
    have pos : 0 ≤ (∑ i, n i) ⬝ᵥ (∑ i, n i) :=
      Finset.sum_nonneg fun k _ => mul_self_nonneg _
    have pos' := mul_nonneg hp.le pos
    by_contra hlt
    have hlt' : p + 1 < (N : ℝ) := not_le.1 hlt
    have hN : (0 : ℝ) < N := by linarith
    have := mul_pos hN (sub_pos.2 hlt')
    nlinarith
  · -- orthonormal hybrids live in a four-dimensional valence space
    have a := Matrix.rank_mul_le_left (Matrix.of fun i => hybrid p (n i))
      (Matrix.of fun i => hybrid p (n i))ᵀ
    rw [hybrid_gram hp h, Matrix.rank_one, Fintype.card_fin] at a
    exact a.trans (Matrix.rank_le_width _)
  · rintro rfl
    exact four_bonds_sp3 hp h

/-- Alternating corners of a cube centred at the origin. -/
def corner : Matrix (Fin 4) (Fin 3) ℝ :=
  !![1, 1, 1; 1, -1, -1; -1, 1, -1; -1, -1, 1]

/-- The four bond directions of the regular tetrahedron. -/
def tetrahedron (i : Fin 4) : Fin 3 → ℝ := fun k => corner i k / √3

/-- The tetrahedral directions are unit vectors with mutual dot products `-1/3`. -/
theorem tetrahedron_dot (i j : Fin 4) :
    tetrahedron i ⬝ᵥ tetrahedron j = if i = j then 1 else -1 / 3 := by
  have h : tetrahedron i ⬝ᵥ tetrahedron j =
      (corner i 0 * corner j 0 + corner i 1 * corner j 1 + corner i 2 * corner j 2)
        / √3 ^ 2 := by
    simp only [tetrahedron, dotProduct, Fin.sum_univ_three]
    ring
  rw [h, Real.sq_sqrt (by norm_num)]
  fin_cases i <;> fin_cases j <;> simp [corner] <;> norm_num

/-- The tetrahedral directions form a set of orthogonal bonds exactly when `p = 3`. -/
theorem tetrahedron_witness {p : ℝ} (hp : 0 < p) :
    OrthogonalBonds p tetrahedron ↔ p = 3 := by
  constructor
  · exact four_bonds_sp3 hp
  · rintro rfl
    refine ⟨fun i => ?_, fun i j hij => ?_⟩
    · rw [tetrahedron_dot, if_pos rfl]
    · rw [angular_eq_zero_iff hp, tetrahedron_dot, if_neg hij]

end

end HybridBondDirections
```

```lean
#print axioms HybridBondDirections.card_eq_iff_balanced
#print axioms HybridBondDirections.four_bonds_sp3
#print axioms HybridBondDirections.orthogonal_bonds_bound
```

```
'HybridBondDirections.card_eq_iff_balanced' depends on axioms: [propext, Classical.choice, Quot.sound]
'HybridBondDirections.four_bonds_sp3' depends on axioms: [propext, Classical.choice, Quot.sound]
'HybridBondDirections.orthogonal_bonds_bound' depends on axioms: [propext, Classical.choice, Quot.sound]
```

## How the lemmas follow the two counts

`hybrid_overlap` expands the four products and removes the square roots; `angular_eq_zero_iff` turns a zero overlap into the cosine condition.

In `resultant_sq`, `expand` writes $R\cdot R$ as a double sum, and `pair` writes $p\,n_i\cdot n_j$ as $(p+1)\delta_{ij}-1$. Summation gives $N(p+1)-N^2$. `card_eq_iff_balanced` reads off the equality case.

`hybrid_gram` proves $HH^{\mathsf T}=1$ entry by entry. In `four_bonds_sp3`, `mul_eq_one_comm` reverses the product of square matrices, and `e` extracts the s–s entry.

`orthogonal_bonds_bound` assembles the parts. Its first bound is by contradiction, since $N>p+1$ would make $N(p+1-N)$ negative; its second compares ranks. `tetrahedron_dot` checks all sixteen index pairs, and `tetrahedron_witness` combines it with the earlier lemmas.

## Letting each bond have its own s character

The model could instead give each hybrid its own ratio $p_i>0$. Orthogonality would then read $1+\sqrt{p_ip_j}\,n_i\cdot n_j=0$. The rank bound $N\le4$ would survive, but $N\le p+1$ would become $\sum_i 1/(1+p_i)\le1$, with equality for four bonds. Four orthogonal hybrids would then need an average s weight of $1/4$, without each having to be sp³. This variant is a hand argument, not part of the file.
